# The symmetric Matsubara sum of a free fermion propagator, divided by b, tends to f(e) − 1/2

## Frequencies, Fermi function and cutoff

Let \(b\) be the inverse temperature, in units with \(\hbar = k_B = 1\), and let energies be measured from the chemical potential. The fermionic Matsubara frequencies and the Fermi function are

\[
\omega_n = \frac{(2n+1)\pi}{b}, \quad n \in \mathbb{Z}, \qquad\qquad f(z) = \frac{1}{e^{bz}+1}.
\]

The energy \(z\) may be complex, provided \(e^{bz} \neq -1\); a real level is written \(e\). The propagator of a single non-interacting level is \(1/(i\omega_n - z)\). Its sum is cut off symmetrically: for a natural number \(N\), the index runs over \(-N \le n < N\). This window contains \(2N\) frequencies, and \(\omega_{-n-1} = -\omega_n\) pairs them by sign.

The propagator decays only like \(1/|n|\), so the series does not converge absolutely, and the choice of window is part of the result.

## The limits

For real \(b \neq 0\) and real \(e\), no denominator vanishes, and

\[
\lim_{N\to\infty} \frac1b \sum_{n=-N}^{N-1} \frac{1}{i\omega_n - e} = \frac{1}{\exp(be)+1} - \frac12 .
\]

For a complex level with \(e^{bz} \neq -1\), the sum without the prefactor tends to \(b\,(f(z) - \tfrac12)\). For two distinct levels \(z \ne w\) that both satisfy this condition,

\[
\lim_{N\to\infty} \sum_{n=-N}^{N-1} \frac{1}{(i\omega_n - z)(i\omega_n - w)} = b\,\frac{f(z)-f(w)}{z-w}.
\]

For non-interacting fermions with \(b>0\), the symmetric frequency sum of the propagator, with its prefactor \(1/b\), therefore tends to the occupation of a level minus one half. Adding one half to the limit gives the occupation; at a finite cutoff \(N\) the result is an approximation.

## From propagators to a cotangent

Put the energy in dimensionless form,

\[
x = \frac12 + \frac{ibz}{2\pi}.
\]

Since \(i\cdot i = -1\),

\[
\frac{2\pi i}{b}(x+n) = \frac{\pi i}{b} - z + \frac{2\pi i n}{b} = i\omega_n - z,
\]

so each propagator is \(\frac{b}{2\pi i}\cdot\frac{1}{x+n}\). Moreover,

\[
e^{2\pi i x} = e^{\pi i}e^{-bz} = -e^{-bz}.
\]

If \(x\) were an integer, the left side would be 1 and \(e^{bz}\) would be \(-1\), which is excluded. Hence \(x+n\) is never zero. For real \(b\) and \(e\) the condition holds automatically, because \(\exp(be) > 0\).

Now arrange the window around \(n=0\). Adding the missing term \(n=N\) and subtracting it again gives

\[
\sum_{n=-N}^{N-1}\frac{1}{x+n} = \frac1x + \sum_{j=0}^{N-1}\left(\frac{1}{x-(j+1)}+\frac{1}{x+(j+1)}\right) - \frac{1}{x+N}.
\]

The last term vanishes in the limit, since \(|x+N| \ge N-|x|\). The paired sum tends to \(\pi\cot(\pi x) - 1/x\), by the partial-fraction expansion of the cotangent. The whole right side therefore tends to \(\pi\cot(\pi x)\).

## From the cotangent to the Fermi function

Write \(F = e^{bz}\), so that \(e^{2\pi i x} = -1/F\). Then

\[
\pi\cot(\pi x) = \pi\,\frac{e^{2\pi i x}+1}{i\,(1-e^{2\pi i x})} = \frac{\pi}{i}\,\frac{(F-1)/F}{(F+1)/F} = \frac{\pi}{i}\,\frac{F-1}{F+1}.
\]

Multiplying by \(b/(2\pi i)\) gives

\[
-\frac b2\,\frac{F-1}{F+1} = -b\left(\frac12 - \frac{1}{F+1}\right) = b\left(f(z)-\frac12\right).
\]

For a real level, division by \(b\) gives the first limit. For two levels, use

\[
\frac{1}{(i\omega_n-z)(i\omega_n-w)} = \frac{1}{z-w}\left(\frac{1}{i\omega_n-z}-\frac{1}{i\omega_n-w}\right).
\]

Summing and taking the limit of each part, the two constants \(\tfrac12\) cancel.

## A level placed on a Matsubara frequency

Drop the condition \(e^{bz} \ne -1\) and take \(z = i\omega_0 = i\pi/b\). The term \(n=0\) is then a division by zero. Lean assigns it the value 0, but this does not rescue the formula. For \(N \ge 1\) the other terms give

\[
\frac{b}{2\pi i}\sum_{\substack{n=-N\\ n\neq 0}}^{N-1}\frac1n = -\frac{b}{2\pi i N} \longrightarrow 0,
\]

while \(f(z)\) also becomes 0 by the same convention, and the claimed limit would be \(-b/2\).

## The Lean file

```lean
import Mathlib

open Filter Topology Complex
open scoped Real

namespace MatsubaraSum

noncomputable section

/-- The fermionic Matsubara frequency `(2n+1)π/b` at inverse temperature `b ≠ 0`. -/
def freq (b : ℝ) (n : ℤ) : ℝ := (2 * n + 1) * π / b

/-- The Fermi function `1/(exp(bz) + 1)` of a complex energy `z` with `exp(bz) ≠ -1`. -/
def fermi (b : ℝ) (z : ℂ) : ℂ := 1 / (Complex.exp (b * z) + 1)

/-- The energy `z` in dimensionless form, `1/2 + i b z/(2π)`. -/
def shift (b : ℝ) (z : ℂ) : ℂ := 1 / 2 + I * b * z / (2 * π)

/-- For `b ≠ 0` the inverse propagator `iω_n - z` is `2πi/b` times the dimensionless
energy displaced by the integer `n`. -/
theorem inverse_propagator {b : ℝ} (hb : b ≠ 0) (z : ℂ) (n : ℤ) :
    I * freq b n - z = 2 * π * I / b * (shift b z + n) := by
  have hb' : (b : ℂ) ≠ 0 := ofReal_ne_zero.2 hb
  have hp : (π : ℂ) ≠ 0 := ofReal_ne_zero.2 Real.pi_ne_zero
  have h1 : 2 * π * I / b * (I * b * z / (2 * π)) = I * I * z := by field_simp
  rw [I_mul_I] at h1
  unfold freq shift
  push_cast
  linear_combination -h1

/-- For the dimensionless energy `x = shift b z`, the exponential `exp(2πi x)` is minus the
Boltzmann factor: `exp(2πi x) = -1/exp(bz)`. -/
theorem exp_shift (b : ℝ) (z : ℂ) :
    Complex.exp (2 * π * I * shift b z) = -(Complex.exp (b * z))⁻¹ := by
  have hp : (π : ℂ) ≠ 0 := ofReal_ne_zero.2 Real.pi_ne_zero
  have h1 : 2 * π * I * (I * b * z / (2 * π)) = I * I * (b * z) := by field_simp
  rw [I_mul_I] at h1
  have h2 : 2 * π * I * shift b z = π * I + -(b * z) := by
    unfold shift
    linear_combination h1
  rw [h2, Complex.exp_add, Complex.exp_pi_mul_I, Complex.exp_neg]
  ring

/-- If `exp(bz) ≠ -1`, the dimensionless energy is not an integer. -/
theorem shift_ne_int {b : ℝ} {z : ℂ} (hz : Complex.exp (b * z) + 1 ≠ 0) (n : ℤ) :
    (n : ℂ) ≠ shift b z := by
  intro h
  have h1 := exp_shift b z
  rw [← h, mul_comm, Complex.exp_int_mul_two_pi_mul_I] at h1
  have h2 := inv_mul_cancel₀ (Complex.exp_ne_zero (b * z))
  apply hz
  linear_combination Complex.exp (b * z) * h1 - h2

/-- For `b ≠ 0` and `exp(bz) ≠ -1`, no Matsubara frequency hits the pole of the
propagator. -/
theorem off_pole {b : ℝ} (hb : b ≠ 0) {z : ℂ} (hz : Complex.exp (b * z) + 1 ≠ 0)
    (n : ℤ) : I * freq b n - z ≠ 0 := by
  rw [inverse_propagator hb]
  refine mul_ne_zero (div_ne_zero two_pi_I_ne_zero (ofReal_ne_zero.2 hb)) fun h => ?_
  apply shift_ne_int hz (-n)
  push_cast
  linear_combination -h

/-- A sum over the symmetric window `-N ≤ n < N` of simple poles is a partial sum of the
cotangent series, up to one boundary term. -/
theorem window_sum (x : ℂ) (N : ℕ) :
    ∑ n ∈ Finset.Ico (-(N : ℤ)) N, (x + n)⁻¹ =
      x⁻¹ + ∑ j ∈ Finset.range N, (1 / (x - (j + 1)) + 1 / (x + (j + 1)))
        - (x + N)⁻¹ := by
  induction N with
  | zero => simp
  | succ N ih =>
    -- enlarging the cutoff adds the frequencies with labels N and -(N+1)
    have hs : Finset.Ico (-((N + 1 : ℕ) : ℤ)) ((N + 1 : ℕ) : ℤ) =
        insert (N : ℤ) (insert (-((N : ℤ) + 1)) (Finset.Ico (-(N : ℤ)) N)) := by
      ext k
      simp only [Finset.mem_insert, Finset.mem_Ico]
      omega
    have h1 : (N : ℤ) ∉ insert (-((N : ℤ) + 1)) (Finset.Ico (-(N : ℤ)) N) := by
      simp only [Finset.mem_insert, Finset.mem_Ico]
      omega
    have h2 : -((N : ℤ) + 1) ∉ Finset.Ico (-(N : ℤ)) N := by
      simp only [Finset.mem_Ico]
      omega
    rw [hs, Finset.sum_insert h1, Finset.sum_insert h2, ih, Finset.sum_range_succ]
    push_cast
    ring

/-- Matsubara sum for a complex level: if `b ≠ 0` and `exp(bz) ≠ -1`, the symmetric
partial sums of `1/(iω_n - z)` converge to `b (f(z) - 1/2)`, with `f` the Fermi function. -/
theorem tendsto_propagator_sum {b : ℝ} (hb : b ≠ 0) {z : ℂ}
    (hz : Complex.exp (b * z) + 1 ≠ 0) :
    Tendsto (fun N : ℕ => ∑ n ∈ Finset.Ico (-(N : ℤ)) N, 1 / (I * freq b n - z))
      atTop (𝓝 (b * (fermi b z - 1 / 2))) := by
  have hx : shift b z ∈ Complex.integerComplement := by
    show ¬ ∃ n : ℤ, (n : ℂ) = shift b z
    exact fun ⟨n, hn⟩ => shift_ne_int hz n hn
  have hexp := exp_shift b z
  have hsum : ∀ N : ℕ, ∑ n ∈ Finset.Ico (-(N : ℤ)) N, 1 / (I * freq b n - z) =
      b / (2 * π * I) * ∑ n ∈ Finset.Ico (-(N : ℤ)) N, (shift b z + n)⁻¹ := by
    intro N
    rw [Finset.mul_sum]
    refine Finset.sum_congr rfl fun n _ => ?_
    rw [inverse_propagator hb, one_div, mul_inv, inv_div]
  simp only [hsum, window_sum]
  generalize shift b z = x at hx hexp
  -- the cotangent series
  have hc : Tendsto (fun N : ℕ => ∑ j ∈ Finset.range N,
      (1 / (x - (j + 1)) + 1 / (x + (j + 1)))) atTop
      (𝓝 (π * Complex.cot (π * x) - 1 / x)) := tendsto_logDeriv_euler_cot_sub hx
  -- the boundary term vanishes
  have hn : Tendsto (fun N : ℕ => ‖x + N‖) atTop atTop := by
    refine tendsto_atTop_mono (fun N => ?_)
      (tendsto_atTop_add_const_right _ (-‖x‖) tendsto_natCast_atTop_atTop)
    have h := norm_sub_le (x + N) x
    rw [add_sub_cancel_left, Complex.norm_natCast] at h
    linarith
  have h0 : Tendsto (fun N : ℕ => (x + N)⁻¹) atTop (𝓝 0) := by
    refine tendsto_zero_iff_norm_tendsto_zero.2 ?_
    simp only [norm_inv]
    exact tendsto_inv_atTop_zero.comp hn
  have h := ((hc.const_add x⁻¹).sub h0).const_mul (b / (2 * π * I))
  -- the cotangent expressed through the Fermi function
  have hl : b / (2 * π * I) * (x⁻¹ + (π * Complex.cot (π * x) - 1 / x) - 0) =
      b * (fermi b z - 1 / 2) := by
    have hp : (π : ℂ) ≠ 0 := ofReal_ne_zero.2 Real.pi_ne_zero
    have hF := Complex.exp_ne_zero (b * z)
    have h1 : x⁻¹ + (π * Complex.cot (π * x) - 1 / x) - 0 =
        π * Complex.cot (π * x) := by ring
    rw [h1, Complex.cot_pi_eq_exp_ratio, hexp, fermi]
    generalize Complex.exp (b * z) = F at hF hz
    have h2 : -F⁻¹ + 1 = (F - 1) / F := by
      rw [eq_div_iff hF]
      linear_combination -(inv_mul_cancel₀ hF)
    have h3 : 1 - -F⁻¹ = (F + 1) / F := by
      rw [eq_div_iff hF]
      linear_combination inv_mul_cancel₀ hF
    have h4 : b / (2 * π * I) * (π * ((F - 1) / F / (I * ((F + 1) / F)))) =
        b / (I * I) * ((F - 1) / (2 * (F + 1))) := by field_simp
    have h5 : (F - 1) / (2 * (F + 1)) = 1 / 2 - 1 / (F + 1) := by
      rw [div_sub_div _ _ two_ne_zero hz]
      congr 1
      ring
    rw [h2, h3, h4, h5, I_mul_I]
    ring
  rwa [hl] at h

/-- For real `b` and `e`, `exp(be)` is never `-1`. -/
theorem real_level (b e : ℝ) : Complex.exp (b * (e : ℂ)) + 1 ≠ 0 := by
  have h : Complex.exp (b * (e : ℂ)) + 1 = ((Real.exp (b * e) + 1 : ℝ) : ℂ) := by simp
  rw [h]
  exact ofReal_ne_zero.2 (by positivity)

/-- Matsubara sum for a real level `e` and `b ≠ 0`: no denominator vanishes, and the
symmetric partial sums of `1/(iω_n - e)`, divided by `b`, converge to
`1/(exp(be) + 1) - 1/2`. -/
theorem matsubara_sum {b : ℝ} (hb : b ≠ 0) (e : ℝ) :
    (∀ n : ℤ, I * freq b n - e ≠ 0) ∧
    Tendsto (fun N : ℕ =>
        1 / (b : ℂ) * ∑ n ∈ Finset.Ico (-(N : ℤ)) N, 1 / (I * freq b n - e))
      atTop (𝓝 ((1 / (Real.exp (b * e) + 1) - 1 / 2 : ℝ) : ℂ)) := by
  refine ⟨off_pole hb (real_level b e), ?_⟩
  have h := (tendsto_propagator_sum hb (real_level b e)).const_mul (1 / (b : ℂ))
  have hl : 1 / (b : ℂ) * (b * (fermi b e - 1 / 2)) =
      ((1 / (Real.exp (b * e) + 1) - 1 / 2 : ℝ) : ℂ) := by
    rw [← mul_assoc, one_div_mul_cancel (ofReal_ne_zero.2 hb), one_mul]
    simp [fermi]
  rwa [hl] at h

/-- Two propagators: for `b ≠ 0` and distinct levels `z`, `w` with `exp(bz) ≠ -1` and
`exp(bw) ≠ -1`, the symmetric partial sums of `1/((iω_n - z)(iω_n - w))` converge to
`b (f(z) - f(w))/(z - w)`. -/
theorem tendsto_bubble {b : ℝ} (hb : b ≠ 0) {z w : ℂ} (hzw : z ≠ w)
    (hz : Complex.exp (b * z) + 1 ≠ 0) (hw : Complex.exp (b * w) + 1 ≠ 0) :
    Tendsto (fun N : ℕ => ∑ n ∈ Finset.Ico (-(N : ℤ)) N,
        1 / ((I * freq b n - z) * (I * freq b n - w)))
      atTop (𝓝 (b * (fermi b z - fermi b w) / (z - w))) := by
  have h := ((tendsto_propagator_sum hb hz).sub
    (tendsto_propagator_sum hb hw)).div_const (z - w)
  have hl : (b * (fermi b z - 1 / 2) - b * (fermi b w - 1 / 2)) / (z - w) =
      b * (fermi b z - fermi b w) / (z - w) := by ring
  rw [hl] at h
  refine h.congr fun N => ?_
  rw [← Finset.sum_sub_distrib, Finset.sum_div]
  refine Finset.sum_congr rfl fun n _ => ?_
  -- partial fractions
  rw [div_sub_div _ _ (off_pole hb hz n) (off_pole hb hw n),
    div_eq_iff (sub_ne_zero.2 hzw), div_mul_eq_mul_div]
  congr 1
  ring

end

end MatsubaraSum
```

```lean
#print axioms MatsubaraSum.tendsto_propagator_sum
#print axioms MatsubaraSum.matsubara_sum
#print axioms MatsubaraSum.tendsto_bubble
```

```
'MatsubaraSum.tendsto_propagator_sum' depends on axioms: [propext, Classical.choice, Quot.sound]
'MatsubaraSum.matsubara_sum' depends on axioms: [propext, Classical.choice, Quot.sound]
'MatsubaraSum.tendsto_bubble' depends on axioms: [propext, Classical.choice, Quot.sound]
```

## Reading the formal statements

`freq b n` is \(\omega_n\), `fermi b z` is \(f(z)\), and `shift b z` is \(x\). The inverse temperature is a real number and the level in `fermi` is complex. The theorems ask only for `b ≠ 0`, so they include negative \(b\); thermal physics uses \(b>0\).

The window is `Finset.Ico (-(N : ℤ)) N`, the integers from \(-N\) up to but not including \(N\). `Tendsto … atTop (𝓝 …)` says that the partial sums converge to the stated value as \(N\) grows.

`matsubara_sum` has two parts: every denominator is nonzero, and the sums with prefactor \(1/b\) converge. Its limit is a real number regarded as a complex one. `tendsto_propagator_sum` is the version for a complex level, and `tendsto_bubble` is the one for two propagators.

The theorems concern free propagators with fermionic frequencies. They include no self-energy, no convergence factor \(e^{i\omega_n 0^+}\) and no estimate of the error at finite \(N\).

## The lemmas and the limit argument

`inverse_propagator` and `exp_shift` are the two identities for \(x\). Once \(i\cdot i\) has been replaced by \(-1\), `linear_combination` proves the first; in the second it simplifies the exponent, and the rules for the exponential do the rest. `shift_ne_int` shows that an integer \(x\) would force \(e^{bz}=-1\), and `off_pole` turns this into nonzero denominators.

`window_sum` is proved by induction on \(N\). Raising the cutoff from \(N\) to \(N+1\) adds the labels \(N\) and \(-(N+1)\). The tactic `omega` checks that the larger window consists of the old one and these two new labels, and `ring` compares the two sides.

In `tendsto_propagator_sum`, `hsum` takes the factor \(b/(2\pi i)\) out of the sum. The limits are then assembled from `hc` for the paired series and `h0` for the boundary term, where `h0` rests on the lower bound for \(|x+N|\) in `hn`. Finally, `hl` is the calculation with \(F\): `h2` and `h3` rewrite \(1+e^{2\pi i x}\) and \(1-e^{2\pi i x}\), and `h5` splits the fraction into \(\tfrac12 - 1/(F+1)\).

`real_level` supplies the condition on the exponential for real levels, so `matsubara_sum` follows after division by \(b\). `tendsto_bubble` subtracts two limits and then checks the partial fractions term by term, using `off_pole` for both denominators.

## The cotangent series in Mathlib

The analytic content of the proof sits in one Mathlib theorem, `tendsto_logDeriv_euler_cot_sub`. For \(x\) outside the integers, it states that the paired sums converge to \(\pi\cot(\pi x) - 1/x\). The name points to its origin: Euler's product

\[
\sin(\pi x) = \pi x\prod_{j=0}^{\infty}\left(1-\frac{x^2}{(j+1)^2}\right)
\]

has the cotangent series as its logarithmic derivative.

The theorem requires membership in `Complex.integerComplement`, the complex numbers that are not integers. The condition on the level enters here: `hx` obtains the membership from `shift_ne_int`, and hence from \(e^{bz}\neq -1\). The same condition is used again in `h5`, where it keeps \(F+1\) from vanishing. The theorem also fixes the order of summation, since it speaks of partial sums of pairs. `window_sum` brings the Matsubara window into exactly that form, so the limit is reached without a contour integral.
